# Velocity form of ultrasoft dipole elements for finite matrices with a local potential that commutes with position

**Q:** If I take the commutator of the Hamiltonian with position, as I would for orthonormal states, my ultrasoft matrix elements come out wrong. In a two-site model I get −2 where the level difference times the element of \(SX\) is 6. Even the sign is wrong. What did I leave out?

**A:** The overlap. Ultrasoft states solve \(H\psi=eS\psi\), with

\[
H=T+V+BDB^\dagger,\qquad S=1+BqB^\dagger .
\]

Here \(T\) is the kinetic energy, \(V\) the local potential and \(X\) one Cartesian component of the position. The columns of \(B\) are the projectors, \(D\) holds the nonlocal strengths and \(q\) the augmentation charges, which restore the charge missing from the smooth states. The operator to commute with \(X\) is \(H-e_mS\), where \(e_m\) is the level of the ket.

**Q:** Show me by hand, before any Lean.

**A:** Let \(H\) and \(S\) be Hermitian, \(VX=XV\), and let \(\psi_n,\psi_m\) have real levels \(e_n,e_m\). Write \(\langle\phi,A\psi\rangle=\phi^\dagger A\psi\). The adjoint of the equation for \(\psi_n\) is \(\psi_n^\dagger H=e_n\psi_n^\dagger S\). Since \((H-e_mS)\psi_m=0\), the term with \(X\) on the left vanishes:

\[
\begin{aligned}
\langle\psi_n,[H-e_mS,X]\psi_m\rangle
&=\langle\psi_n,(H-e_mS)X\psi_m\rangle\\
&=(e_n-e_m)\langle\psi_n,SX\psi_m\rangle .
\end{aligned}
\]

Now expand the operator:

\[
H-e_mS=T+V-e_m1+B(D-e_mq)B^\dagger .
\]

Both \(V\) and the identity commute with \(X\), so

\[
(e_n-e_m)\langle\psi_n,SX\psi_m\rangle
=\langle\psi_n,[T,X]\psi_m\rangle+\langle\psi_n,[B(D-e_mq)B^\dagger,X]\psi_m\rangle .
\]

**Q:** But light couples to the full dipole, not to \(SX\).

**A:** In this model the full dipole is \(X+BdB^\dagger\), where \(d\) holds the augmentation dipoles: the first moments of the augmentation charge densities, along the same axis and about the same origin as \(X\). Because \(SX=X+BqB^\dagger X\),

\[
X+BdB^\dagger=SX+B(dB^\dagger-qB^\dagger X).
\]

Taking the element of this and multiplying by \(e_n-e_m\) adds one correction term to the velocity formula.

**Q:** Now the Lean. What are the objects?

**A:** Complex matrices over finite index types. The type `n` labels orthonormal basis functions or grid points and `p` labels projectors; the state labels appear only in names such as `ψn` and `em`.

```lean
import Mathlib

open Matrix

namespace UltrasoftOpticalResponse

noncomputable section

variable {n p : Type*} [Fintype n] [DecidableEq n] [Fintype p]
```

The Hamiltonian and overlap are the expressions above, with `ᴴ` for the adjoint.

```lean
/-- The ultrasoft Hamiltonian: kinetic energy `T`, local potential `V`, and a nonlocal part
with projectors `B` and strengths `D`. -/
def hamiltonian (T V : Matrix n n ℂ) (B : Matrix n p ℂ) (D : Matrix p p ℂ) : Matrix n n ℂ :=
  T + V + B * D * Bᴴ

/-- The ultrasoft overlap operator with projectors `B` and augmentation charges `q`. -/
def overlap (B : Matrix n p ℂ) (q : Matrix p p ℂ) : Matrix n n ℂ :=
  1 + B * q * Bᴴ
```

The next two definitions are the full dipole and the bracket \(dB^\dagger-qB^\dagger X\).

```lean
/-- The position operator `X` supplemented by the augmentation dipoles `d`. -/
def dipole (X : Matrix n n ℂ) (B : Matrix n p ℂ) (d : Matrix p p ℂ) : Matrix n n ℂ :=
  X + B * d * Bᴴ

/-- The augmentation correction `d Bᴴ - q Bᴴ X`, which maps states to projector amplitudes. -/
def correction (X : Matrix n n ℂ) (B : Matrix n p ℂ) (d q : Matrix p p ℂ) : Matrix p n ℂ :=
  d * Bᴴ - q * Bᴴ * X
```

The commutator carries no factor of \(i\) or \(\hbar\), and the matrix element conjugates its first state.

```lean
/-- The commutator of two operators. -/
def comm (A X : Matrix n n ℂ) : Matrix n n ℂ := A * X - X * A

/-- The matrix element of the operator `A` between the states `φ` and `ψ`. -/
def matElem (φ : n → ℂ) (A : Matrix n n ℂ) (ψ : n → ℂ) : ℂ := star φ ⬝ᵥ (A *ᵥ ψ)
```

**Q:** Is `X` really position? I see only a matrix.

**A:** It is any matrix that satisfies `V * X = X * V`. On a real-space grid, where a local potential and position are both diagonal, that holds. In a truncated orbital basis the two projected matrices need not commute, and then the hypothesis fails. Likewise `T` is arbitrary, so \([T,X]\) stays a commutator and is not replaced by a momentum. A position operator for a periodic crystal is not treated.

**Q:** And the other hypotheses?

**A:** Hermiticity is assumed for the complete `hamiltonian` and `overlap`, and the levels are real by type. Positivity of \(S\) and normalisation of the states are not needed for the identities, but a spectrum has to be computed with \(S\)-normalised states. \(V\) and \(D\) are fixed, so their response to a changing density is absent. For independent-particle optical spectra with such fixed, finite matrices, dividing the identity by \(e_n-e_m\) gives the full dipole element between distinct levels from the commutators and the augmentation correction together.

**Q:** Then take me through the proof.

**A:** The dipole splitting comes first. It expands the products, and `abel` cancels the two copies of \(BqB^\dagger X\).

```lean
/-- The augmented dipole is the overlap times position, plus the augmentation correction
carried by the projectors. -/
theorem dipole_eq (X : Matrix n n ℂ) (B : Matrix n p ℂ) (d q : Matrix p p ℂ) :
    dipole X B d = overlap B q * X + B * correction X B d q := by
  simp only [dipole, overlap, correction, Matrix.add_mul, Matrix.one_mul, Matrix.mul_sub,
    Matrix.mul_assoc]
  abel
```

Next comes the bra equation.

```lean
omit [DecidableEq n] in
/-- A generalized eigenstate with a real level, used as a bra, lets `H` be replaced by
the level times `S`. -/
theorem bra_eigen {H S : Matrix n n ℂ} (hH : H.IsHermitian) (hS : S.IsHermitian)
    {e : ℝ} {ψ : n → ℂ} (h : H *ᵥ ψ = (e : ℂ) • (S *ᵥ ψ)) (A : Matrix n n ℂ) (φ : n → ℂ) :
    matElem ψ (H * A) φ = e * matElem ψ (S * A) φ := by
  -- the adjoint of the eigenvalue equation
  have h1 : star ψ ᵥ* H = (e : ℂ) • (star ψ ᵥ* S) := by
    have h2 := congrArg star h
    rw [star_smul, Matrix.star_mulVec, Matrix.star_mulVec, hH.eq, hS.eq] at h2
    simpa using h2
  unfold matElem
  rw [← Matrix.mulVec_mulVec, ← Matrix.mulVec_mulVec, Matrix.dotProduct_mulVec (star ψ) H,
    Matrix.dotProduct_mulVec (star ψ) S, h1, smul_dotProduct, smul_eq_mul]
```

**Q:** Where exactly does \(H\) move from the ket to the bra?

**A:** In `Matrix.dotProduct_mulVec`, the device on which the proof turns. It says that \(v\cdot(Aw)=(vA)\cdot w\), where \(vA\) is a row vector times a matrix, written `ᵥ*`. This is plain associativity: it holds for every matrix and involves no adjoint. The conjugation happens separately, when `Matrix.star_mulVec` turns the adjoint of \(H\psi\) into \(\psi^\dagger H^\dagger\), and `hH.eq` then replaces \(H^\dagger\) by \(H\). So Hermiticity enters only through the eigenvalue equation. The explicit arguments `(star ψ) H` and `(star ψ) S` tell Lean which matrix to move.

**Q:** And the commutator?

**A:** In the next lemma `hz` is \((H-e_mS)\psi_m=0\), `hx` keeps the surviving term, and `hb` applies the bra equation. `ring` then collects the level difference.

```lean
/-- Between two generalized eigenstates, the commutator of `H - eₘ S` with `X` gives the level
difference times the matrix element of `S X`. -/
theorem pencil_elem {H S : Matrix n n ℂ} (hH : H.IsHermitian) (hS : S.IsHermitian)
    {en em : ℝ} {ψn ψm : n → ℂ} (hn : H *ᵥ ψn = (en : ℂ) • (S *ᵥ ψn))
    (hm : H *ᵥ ψm = (em : ℂ) • (S *ᵥ ψm)) (X : Matrix n n ℂ) :
    matElem ψn (comm (H - (em : ℂ) • S) X) ψm
      = ((en : ℂ) - em) * matElem ψn (S * X) ψm := by
  have hz : (H - (em : ℂ) • S) *ᵥ ψm = 0 := by
    rw [Matrix.sub_mulVec, Matrix.smul_mulVec, hm, sub_self]
  -- only the term with `X` next to the ket survives
  have hx : comm (H - (em : ℂ) • S) X *ᵥ ψm
      = (H * X) *ᵥ ψm - (em : ℂ) • ((S * X) *ᵥ ψm) := by
    unfold comm
    rw [Matrix.sub_mulVec, ← Matrix.mulVec_mulVec ψm X, hz, Matrix.mulVec_zero, sub_zero,
      Matrix.sub_mul, Matrix.smul_mul, Matrix.sub_mulVec, Matrix.smul_mulVec]
  have hb := bra_eigen hH hS hn X ψm
  unfold matElem at hb ⊢
  rw [hx, dotProduct_sub, dotProduct_smul, smul_eq_mul, hb]
  ring
```

The local potential is removed at the operator level. `generalize` gives the nonlocal matrix the single name `W`, so that the expansion leaves it intact; `hV` then lets the \(V\) terms cancel.

```lean
/-- A local potential drops out of the commutator of `H - e S` with position; the kinetic
and the energy-dependent nonlocal parts remain. -/
theorem comm_pencil {T V X : Matrix n n ℂ} (B : Matrix n p ℂ) (D q : Matrix p p ℂ)
    (hV : V * X = X * V) (e : ℂ) :
    comm (hamiltonian T V B D - e • overlap B q) X
      = comm T X + comm (B * (D - e • q) * Bᴴ) X := by
  have h : hamiltonian T V B D - e • overlap B q
      = T + V - e • (1 : Matrix n n ℂ) + B * (D - e • q) * Bᴴ := by
    simp only [hamiltonian, overlap, Matrix.mul_sub, Matrix.sub_mul, Matrix.mul_smul,
      Matrix.smul_mul, smul_add]
    abel
  rw [h]
  generalize B * (D - e • q) * Bᴴ = W
  simp only [comm, add_mul, sub_mul, mul_add, mul_sub, smul_mul_assoc, mul_smul_comm,
    one_mul, mul_one, hV]
  abel
```

Together these two lemmas give the velocity form.

```lean
/-- Velocity form for ultrasoft pseudopotentials: the level difference times the element of
`S X` is the element of `[T, X]` plus that of `[B (D - eₘ q) Bᴴ, X]`. -/
theorem velocity_form {T V X : Matrix n n ℂ} {B : Matrix n p ℂ} {D q : Matrix p p ℂ}
    (hH : (hamiltonian T V B D).IsHermitian) (hS : (overlap B q).IsHermitian)
    (hV : V * X = X * V) {en em : ℝ} {ψn ψm : n → ℂ}
    (hn : hamiltonian T V B D *ᵥ ψn = (en : ℂ) • (overlap B q *ᵥ ψn))
    (hm : hamiltonian T V B D *ᵥ ψm = (em : ℂ) • (overlap B q *ᵥ ψm)) :
    ((en : ℂ) - em) * matElem ψn (overlap B q * X) ψm
      = matElem ψn (comm T X) ψm
        + matElem ψn (comm (B * (D - (em : ℂ) • q) * Bᴴ) X) ψm := by
  rw [← pencil_elem hH hS hn hm X, comm_pencil B D q hV]
  simp only [matElem, Matrix.add_mulVec, dotProduct_add]
```

For the full dipole, the splitting is inserted and `linear_combination h` adds the correction to the previous result.

```lean
/-- The level difference times the full augmented dipole element is the sum of the elements of the
kinetic and nonlocal commutators, plus the level difference times the element of `B` times the
augmentation correction. -/
theorem dipole_velocity_form {T V X : Matrix n n ℂ} {B : Matrix n p ℂ} {D q : Matrix p p ℂ}
    (hH : (hamiltonian T V B D).IsHermitian) (hS : (overlap B q).IsHermitian)
    (hV : V * X = X * V) {en em : ℝ} {ψn ψm : n → ℂ}
    (hn : hamiltonian T V B D *ᵥ ψn = (en : ℂ) • (overlap B q *ᵥ ψn))
    (hm : hamiltonian T V B D *ᵥ ψm = (em : ℂ) • (overlap B q *ᵥ ψm)) (d : Matrix p p ℂ) :
    ((en : ℂ) - em) * matElem ψn (dipole X B d) ψm
      = matElem ψn (comm T X) ψm
        + matElem ψn (comm (B * (D - (em : ℂ) • q) * Bᴴ) X) ψm
        + ((en : ℂ) - em) * matElem ψn (B * correction X B d q) ψm := by
  have h := velocity_form hH hS hV hn hm
  have hd : matElem ψn (dipole X B d) ψm = matElem ψn (overlap B q * X) ψm
      + matElem ψn (B * correction X B d q) ψm := by
    rw [dipole_eq X B d q]
    simp only [matElem, Matrix.add_mulVec, dotProduct_add]
  rw [hd]
  linear_combination h
```

**Q:** A dipole that depends on where I put the origin would worry me.

**A:** Shift \(X\) to \(X+c1\). The first moments then shift from \(d\) to \(d+cq\), and the two new terms \(cqB^\dagger\) in the correction cancel.

```lean
/-- The augmentation correction is unchanged when the origin is shifted by `c` and the
augmentation dipoles shift by `c` times the augmentation charges. -/
theorem correction_origin (X : Matrix n n ℂ) (B : Matrix n p ℂ) (d q : Matrix p p ℂ) (c : ℂ) :
    correction (X + c • (1 : Matrix n n ℂ)) B (d + c • q) q = correction X B d q := by
  simp only [correction, Matrix.add_mul, Matrix.mul_add, Matrix.smul_mul, Matrix.mul_smul,
    Matrix.mul_one]
  abel
```

The full dipole operator does change, by \(cS\). Its element between states with \(e_n\ne e_m\) does not: putting \(X=1\) in the commutator identity gives \((e_n-e_m)\langle\psi_n,S\psi_m\rangle=0\), so the states are \(S\)-orthogonal. The Lean proof takes the same route, with `horth` as the orthogonality. It needs neither the split form of \(H\) nor the condition on \(V\).

```lean
/-- Between eigenstates of different levels, the augmented dipole element does not depend on
the choice of origin. -/
theorem dipole_origin {H X : Matrix n n ℂ} {B : Matrix n p ℂ} {q : Matrix p p ℂ}
    (hH : H.IsHermitian) (hS : (overlap B q).IsHermitian) {en em : ℝ} (hne : en ≠ em)
    {ψn ψm : n → ℂ} (hn : H *ᵥ ψn = (en : ℂ) • (overlap B q *ᵥ ψn))
    (hm : H *ᵥ ψm = (em : ℂ) • (overlap B q *ᵥ ψm)) (d : Matrix p p ℂ) (c : ℂ) :
    matElem ψn (dipole (X + c • (1 : Matrix n n ℂ)) B (d + c • q)) ψm
      = matElem ψn (dipole X B d) ψm := by
  -- the two states are orthogonal in the overlap metric
  have h0 : ((en : ℂ) - em) * matElem ψn (overlap B q) ψm = 0 := by
    have h := pencil_elem hH hS hn hm 1
    rw [comm, mul_one, one_mul, sub_self, mul_one] at h
    rw [← h]
    simp [matElem]
  have hne' : (en : ℂ) - em ≠ 0 := sub_ne_zero.mpr (by exact_mod_cast hne)
  have horth := (mul_eq_zero.mp h0).resolve_left hne'
  -- the shift changes the dipole by a multiple of the overlap
  have hs : dipole (X + c • (1 : Matrix n n ℂ)) B (d + c • q)
      = dipole X B d + c • overlap B q := by
    simp only [dipole, overlap, Matrix.add_mul, Matrix.mul_add, Matrix.smul_mul,
      Matrix.mul_smul, smul_add]
    abel
  unfold matElem at horth ⊢
  rw [hs, Matrix.add_mulVec, Matrix.smul_mulVec, dotProduct_add, dotProduct_smul, horth,
    smul_zero, add_zero]
```

**Q:** Back to my −2 and 6. Which model is that?

**A:** Two sites and one projector spread equally over both, with \(D=2\) and \(q=1\).

```lean
/-- Kinetic energy of a two-site model. -/
def exT : Matrix (Fin 2) (Fin 2) ℂ := !![1, -1; -1, 1]

/-- Local potential of the two-site model. -/
def exV : Matrix (Fin 2) (Fin 2) ℂ := !![2, 0; 0, 2]

/-- Position in the two-site model. -/
def exX : Matrix (Fin 2) (Fin 2) ℂ := !![0, 0; 0, 1]

/-- The single projector of the two-site model, spread over both sites. -/
def exB : Matrix (Fin 2) (Fin 1) ℂ := !![1; 1]
```

By hand,

\[
H=\begin{pmatrix}5&1\\1&5\end{pmatrix},\qquad
S=\begin{pmatrix}2&1\\1&2\end{pmatrix}.
\]

For \(\psi_n=(1,1)\), \(H\psi_n=(6,6)\) and \(S\psi_n=(3,3)\), so \(e_n=2\). For \(\psi_m=(1,-1)\), \(H\psi_m=(4,-4)\) and \(S\psi_m=(1,-1)\), so \(e_m=4\). Lean checks these equations and the remaining hypotheses entry by entry.

```lean
/-- The two-site model with `D = 2` and `q = 1` meets all hypotheses of the velocity form,
with levels 2 and 4. -/
theorem velocity_form_witness :
    (hamiltonian exT exV exB !![2]).IsHermitian ∧ (overlap exB !![1]).IsHermitian ∧
    exV * exX = exX * exV ∧
    hamiltonian exT exV exB !![2] *ᵥ ![1, 1]
      = ((2 : ℝ) : ℂ) • (overlap exB !![1] *ᵥ ![1, 1]) ∧
    hamiltonian exT exV exB !![2] *ᵥ ![1, -1]
      = ((4 : ℝ) : ℂ) • (overlap exB !![1] *ᵥ ![1, -1]) := by
  have hH : hamiltonian exT exV exB !![2] = !![5, 1; 1, 5] := by
    ext i j
    fin_cases i <;> fin_cases j <;>
      simp [hamiltonian, exT, exV, exB, Matrix.vecMul, dotProduct] <;>
      norm_num
  have hS : overlap exB !![1] = !![2, 1; 1, 2] := by
    ext i j
    fin_cases i <;> fin_cases j <;>
      simp [overlap, exB, Matrix.vecMul, dotProduct] <;> norm_num
  rw [hH, hS]
  refine ⟨Matrix.IsHermitian.ext fun i j => ?_, Matrix.IsHermitian.ext fun i j => ?_,
    ?_, ?_, ?_⟩
  · fin_cases i <;> fin_cases j <;> simp
  · fin_cases i <;> fin_cases j <;> simp
  · ext i j
    fin_cases i <;> fin_cases j <;> simp [exV, exX, Matrix.mul_apply, Fin.sum_univ_two]
  · ext i
    fin_cases i <;> simp [Matrix.mulVec, dotProduct, Fin.sum_univ_two] <;> norm_num
  · ext i
    fin_cases i <;> simp [Matrix.mulVec, dotProduct, Fin.sum_univ_two] <;> norm_num
```

Next, \(SX\psi_m=(-1,-2)\), so \(\langle\psi_n,SX\psi_m\rangle=-3\), and the left side is \((2-4)(-3)=6\). On the right, \([T,X]\) contributes 2. The commutator \([BB^\dagger,X]\) has element −2, and its correct weight is \(D-e_mq=-2\), which contributes 4. The total is 6. With weight \(D=2\) the contribution is −4, and the total is your −2.

**Q:** Those states aren't normalised.

**A:** Their squared \(S\)-norms are 6 and 2, so each element is divided by \(\sqrt{12}\). The correct value becomes \(\sqrt3\), and yours becomes \(-1/\sqrt3\).

**Q:** Would the full dipole have rescued me?

**A:** No. Here \(B^\dagger\psi_m=0\), so \(d\) has no effect and the full dipole element is \(\langle\psi_n,X\psi_m\rangle=-1\), or \(-1/\sqrt{12}\) after normalisation. Times the level difference, the unnormalised value gives 2, which is not −2 either. The correction term accounts for the step from 6 to 2: its element is 2, and \((2-4)\cdot2=-4\).

The final theorem records the comparison between 6 and −2.

```lean
/-- In the two-site model the level difference times the element of `S X` is 6, whereas the
commutator elements without the term `eₘ q` add up to -2. -/
theorem charge_term_needed :
    ((2 : ℂ) - 4) * matElem ![1, 1] (overlap exB !![1] * exX) ![1, -1] = 6 ∧
    matElem ![1, 1] (comm exT exX) ![1, -1]
      + matElem ![1, 1] (comm (exB * (!![2] : Matrix (Fin 1) (Fin 1) ℂ) * exBᴴ) exX) ![1, -1]
      = -2 := by
  have hS : overlap exB !![1] = !![2, 1; 1, 2] := by
    ext i j
    fin_cases i <;> fin_cases j <;>
      simp [overlap, exB, Matrix.vecMul, dotProduct] <;> norm_num
  have hP : exB * (!![2] : Matrix (Fin 1) (Fin 1) ℂ) * exBᴴ = !![2, 2; 2, 2] := by
    ext i j
    fin_cases i <;> fin_cases j <;>
      simp [exB, Matrix.mul_apply]
  rw [hS, hP]
  constructor <;>
    simp [matElem, comm, exT, exX, Matrix.mul_apply, Matrix.mulVec, dotProduct,
      Fin.sum_univ_two] <;> norm_num

end

end UltrasoftOpticalResponse
```

```lean
#print axioms UltrasoftOpticalResponse.dipole_velocity_form
#print axioms UltrasoftOpticalResponse.correction_origin
#print axioms UltrasoftOpticalResponse.dipole_origin
#print axioms UltrasoftOpticalResponse.charge_term_needed
```

```
'UltrasoftOpticalResponse.dipole_velocity_form' depends on axioms: [propext, Classical.choice, Quot.sound]
'UltrasoftOpticalResponse.correction_origin' depends on axioms: [propext, Classical.choice, Quot.sound]
'UltrasoftOpticalResponse.dipole_origin' depends on axioms: [propext, Classical.choice, Quot.sound]
'UltrasoftOpticalResponse.charge_term_needed' depends on axioms: [propext, Classical.choice, Quot.sound]
```
